# At zero pressure, a Coulomb level in a finite basis that scales with the cell has energy equal to minus its kinetic energy

Take a crystal in a cubic cell of side L, with the nuclei at fixed fractional positions, and compress or expand the cell uniformly. The energy of a state changes, and its slope gives the pressure. With volume Ω = L³ and p = −dE/dΩ,

−L dE/dL = 3pΩ.

Computing the slope seems to require the response of the state to the strain. For pure Coulomb interactions, can the pressure be read off from quantities already known in a single cell?

Let every basis function stretch with the cell, as plane waves with fixed integer indices do. Lengths are then proportional to L, so kinetic matrix elements scale as 1/L² and Coulomb matrix elements as 1/L, while overlaps between normalized basis functions stay constant. The Hamiltonian and the eigenvalue problem are

H(L) = T/L² + V/L,  H(L)u(L) = E(L) S u(L),

with constant Hermitian matrices T, V and S. An orthonormal basis has S = 1. For a state u(L) that varies continuously with L, the answer to the question is

−L dE/dL = E + ⟨u,Tu⟩/L²,

where the last term is the kinetic energy of the normalized state. For an eigenstate followed continuously in a fixed set of scaled basis functions, the energy and the kinetic energy therefore determine the isotropic pressure.

## Matrices, states and energy levels

The finite type `n` labels the basis functions.

```lean
import Mathlib

open Filter Topology Matrix

noncomputable section

namespace CoulombCellVirial

variable {n : Type*} [Fintype n]
```

For a matrix A and coefficient vectors u and w, the matrix element is

⟨u,Aw⟩ = Σᵢⱼ conj(uᵢ) Aᵢⱼ wⱼ.

It is conjugate-linear in the first vector and linear in the second.

```lean
/-- The matrix element `⟨u, A w⟩`. -/
def braket (A : Matrix n n ℂ) (u w : n → ℂ) : ℂ := star u ⬝ᵥ (A *ᵥ w)
```

For Hermitian A, the diagonal element ⟨u,Au⟩ is real. The code takes its real part, so that an expectation value is a real number by type. Below, ⟨A⟩ stands for this value in the state u(L).

```lean
/-- The real part of `⟨u, A u⟩`. -/
def expect (A : Matrix n n ℂ) (u : n → ℂ) : ℝ := (braket A u u).re
```

The Hamiltonian carries the two scaling laws. The matrix T holds the kinetic matrix elements at L = 1, so the kinetic energy in the cell of side L is ⟨T⟩/L², not ⟨T⟩.

```lean
/-- The Coulomb Hamiltonian `T / L² + V / L` in a basis that scales with the cell length `L ≠ 0`. -/
def scaledH (T V : Matrix n n ℂ) (L : ℝ) : Matrix n n ℂ :=
  ((1 / L ^ 2 : ℝ) : ℂ) • T + ((1 / L : ℝ) : ℂ) • V
```

An energy level is a real function E together with a vector-valued function u. Three conditions are imposed: the eigenvalue equation holds for all x near L, u is continuous at L, and ⟨u(L),S u(L)⟩ = 1. Normalization is needed only at L, and neither E nor u is assumed differentiable.

Continuity means that one state is being followed. Where the two lowest levels cross with different slopes, the lowest energy has a kink, and its state jumps from one level to the other. Degeneracy itself is allowed, provided that the chosen state is continuous.

```lean
/-- An energy level `E` with state `u`, followed through cell lengths near `L`: it solves the
eigenvalue problem with overlap matrix `S`, is continuous at `L` and is normalized at `L`. -/
structure IsEnergyBranch (T V S : Matrix n n ℂ) (E : ℝ → ℝ) (u : ℝ → n → ℂ) (L : ℝ) : Prop where
  eigen : ∀ᶠ x in 𝓝 L, scaledH T V x *ᵥ u x = (E x : ℂ) • (S *ᵥ u x)
  cont : ContinuousAt u L
  normalized : braket S (u L) (u L) = 1
```

## Two identities for matrix elements

Since the matrix element is linear in the matrix,

⟨u,H(L)w⟩ = ⟨u,Tw⟩/L² + ⟨u,Vw⟩/L.

The simplifier obtains this by distributing the matrix–vector product and the dot product over the sum.

```lean
/-- Matrix elements of the Hamiltonian split into a kinetic and a potential part. -/
theorem braket_scaledH (T V : Matrix n n ℂ) (L : ℝ) (u w : n → ℂ) :
    braket (scaledH T V L) u w =
      ((1 / L ^ 2 : ℝ) : ℂ) * braket T u w + ((1 / L : ℝ) : ℂ) * braket V u w := by
  simp only [braket, scaledH, Matrix.add_mulVec, Matrix.smul_mulVec, dotProduct_add,
    dotProduct_smul, smul_eq_mul]
```

If A is Hermitian, then conj(Aᵢⱼ) = Aⱼᵢ, and

conj⟨u,Aw⟩ = Σᵢⱼ uᵢ conj(Aᵢⱼ) conj(wⱼ) = Σᵢⱼ conj(wⱼ) Aⱼᵢ uᵢ = ⟨w,Au⟩.

In the code, `Finset.sum_comm` exchanges the two sums and `hA.apply` uses the Hermitian symmetry entry by entry.

```lean
/-- Exchanging the two states conjugates the matrix element of a Hermitian matrix. -/
theorem star_braket {A : Matrix n n ℂ} (hA : A.IsHermitian) (u w : n → ℂ) :
    star (braket A u w) = braket A w u := by
  simp only [braket, dotProduct, Matrix.mulVec, Finset.mul_sum, star_sum, star_mul',
    Pi.star_apply, star_star]
  rw [Finset.sum_comm]
  refine Finset.sum_congr rfl fun i _ => Finset.sum_congr rfl fun j _ => ?_
  rw [hA.apply i j]
  ring
```

## Comparing eigenstates of two cells

Let u be an eigenstate in the cell of side L with energy a, and w an eigenstate in the cell of side x with energy b:

H(L)u = a S u,  H(x)w = b S w.

Taking the matrix element of the second equation with u gives

⟨u,H(x)w⟩ = b⟨u,Sw⟩.

In the first equation the Hamiltonian has to act to the left. Because H(L) and S are Hermitian and a is real,

⟨u,H(L)w⟩ = conj⟨w,H(L)u⟩ = conj(a⟨w,Su⟩) = a⟨u,Sw⟩.

Subtracting the two results and inserting the scaling laws gives

(b − a)⟨u,Sw⟩ = (1/x² − 1/L²)⟨u,Tw⟩ + (1/x − 1/L)⟨u,Vw⟩.

This holds for any finite difference between the cells and involves no expansion in x − L. The code calls the two matrix-element equations `h1` and `h2`, and the last line combines them.

```lean
/-- For Hermitian `T`, `V`, `S`, the energy difference between eigenstates of two cells, times
their overlap, is the matrix element of the difference of the two Hamiltonians. -/
theorem two_cell_identity {T V S : Matrix n n ℂ} (hT : T.IsHermitian) (hV : V.IsHermitian)
    (hS : S.IsHermitian) {L x a b : ℝ} {u w : n → ℂ}
    (hu : scaledH T V L *ᵥ u = (a : ℂ) • (S *ᵥ u))
    (hw : scaledH T V x *ᵥ w = (b : ℂ) • (S *ᵥ w)) :
    ((b : ℂ) - a) * braket S u w =
      (((1 / x ^ 2 : ℝ) : ℂ) - ((1 / L ^ 2 : ℝ) : ℂ)) * braket T u w +
      (((1 / x : ℝ) : ℂ) - ((1 / L : ℝ) : ℂ)) * braket V u w := by
  have hH : (scaledH T V L).IsHermitian := by
    simp [Matrix.IsHermitian, scaledH, Matrix.conjTranspose_add, Matrix.conjTranspose_smul,
      hT.eq, hV.eq]
  have h1 : braket (scaledH T V x) u w = b * braket S u w := by
    simp only [braket, hw, dotProduct_smul, smul_eq_mul]
  -- the Hamiltonian of the first cell acts to the left
  have h2 : braket (scaledH T V L) u w = a * braket S u w := by
    have h3 : braket (scaledH T V L) w u = a * braket S w u := by
      simp only [braket, hu, dotProduct_smul, smul_eq_mul]
    rw [← star_braket hH w u, ← star_braket hS w u, h3]
    simp
  rw [braket_scaledH] at h1 h2
  linear_combination h2 - h1
```

## The slope of the energy without the response of the state

Now put u = u(L), w = u(x), a = E(L) and b = E(x). For x near L but different from it, divide by x − L and by the overlap ⟨u(L),S u(x)⟩. The overlap tends to 1 by continuity and normalization, so it is nonzero close to L. The two scaling factors have the difference quotients

(1/x² − 1/L²)/(x − L) = −(x + L)/(x²L²) → −2/L³,

(1/x − 1/L)/(x − L) = −1/(xL) → −1/L².

The matrix elements of T and V tend to their expectation values in u(L). The difference quotient of E therefore has a limit, which is the derivative:

dE/dL = −2⟨T⟩/L³ − ⟨V⟩/L².

This is the Hellmann–Feynman formula for a single parameter, the cell length, and a finite matrix. No derivative of u enters, and the differentiability of E is a conclusion.

In the code, `hc` is the convergence of the matrix elements, `d2` and `d1` are the derivatives of 1/x² and 1/x, and `lim` assembles the limit. The step `quot` uses the two-cell identity to show that the assembled expression equals the difference quotient of E, which Lean calls `slope`.

```lean
/-- Hellmann–Feynman theorem for the cell length: for Hermitian `T`, `V`, `S` and `L > 0`, a level
whose state is continuous at `L` has `dE/dL = -(2⟨T⟩/L³ + ⟨V⟩/L²)`. -/
theorem hasDerivAt_energy {T V S : Matrix n n ℂ} (hT : T.IsHermitian) (hV : V.IsHermitian)
    (hS : S.IsHermitian) {E : ℝ → ℝ} {u : ℝ → n → ℂ} {L : ℝ} (hL : 0 < L)
    (h : IsEnergyBranch T V S E u L) :
    HasDerivAt E (-(2 * expect T (u L) / L ^ 3 + expect V (u L) / L ^ 2)) L := by
  have hc : ∀ A : Matrix n n ℂ, Tendsto (fun x => braket A (u L) (u x)) (𝓝[≠] L)
      (𝓝 (braket A (u L) (u L))) := by
    intro A
    have hA : Continuous fun w : n → ℂ => braket A (u L) w := by
      simp only [braket, dotProduct, Matrix.mulVec]
      fun_prop
    exact (hA.tendsto (u L)).comp (h.cont.tendsto.mono_left nhdsWithin_le_nhds)
  have hS0 : braket S (u L) (u L) ≠ 0 := by
    rw [h.normalized]
    exact one_ne_zero
  have hp : HasDerivAt (fun x : ℝ => x ^ 2) (2 * L) L := by simpa using hasDerivAt_pow 2 L
  have d2 : HasDerivAt (fun x : ℝ => 1 / x ^ 2) (-2 / L ^ 3) L := by
    refine ((hasDerivAt_const L (1 : ℝ)).fun_div hp (by positivity)).congr_deriv ?_
    rw [div_eq_div_iff (by positivity) (by positivity)]
    ring
  have d1 : HasDerivAt (fun x : ℝ => 1 / x) (-1 / L ^ 2) L :=
    ((hasDerivAt_const L (1 : ℝ)).fun_div (hasDerivAt_id' L) hL.ne').congr_deriv (by ring)
  have s2 := (Complex.continuous_ofReal.tendsto _).comp (hasDerivAt_iff_tendsto_slope.mp d2)
  have s1 := (Complex.continuous_ofReal.tendsto _).comp (hasDerivAt_iff_tendsto_slope.mp d1)
  -- the difference quotient of the energy, as given by the two-cell identity
  have lim := ((s2.mul (hc T)).add (s1.mul (hc V))).div (hc S) hS0
  rw [h.normalized, div_one] at lim
  have limre := (Complex.continuous_re.tendsto _).comp lim
  have val : -(2 * expect T (u L) / L ^ 3 + expect V (u L) / L ^ 2) =
      (((-2 / L ^ 3 : ℝ) : ℂ) * braket T (u L) (u L) +
        ((-1 / L ^ 2 : ℝ) : ℂ) * braket V (u L) (u L)).re := by
    simp only [Complex.add_re, Complex.re_ofReal_mul, expect]
    ring
  rw [hasDerivAt_iff_tendsto_slope, val]
  refine limre.congr' ?_
  filter_upwards [h.eigen.filter_mono nhdsWithin_le_nhds, (hc S).eventually_ne hS0] with x hx hg
  have key := two_cell_identity hT hV hS h.eigen.self_of_nhds hx
  have quot : (((slope (fun x : ℝ => 1 / x ^ 2) L x : ℝ) : ℂ) * braket T (u L) (u x) +
      ((slope (fun x : ℝ => 1 / x) L x : ℝ) : ℂ) * braket V (u L) (u x)) /
      braket S (u L) (u x) = ((slope E L x : ℝ) : ℂ) := by
    rw [div_eq_iff hg]
    simp only [slope_def_field, Complex.ofReal_div _ (x - L), Complex.ofReal_sub]
    linear_combination (-(1 / ((x : ℂ) - L))) * key
  exact (congrArg Complex.re quot).trans (Complex.ofReal_re _)
```

## Eliminating the potential energy

Take the matrix element of the eigenvalue equation at L with u(L) itself. Since ⟨u(L),S u(L)⟩ = 1,

E(L) = ⟨T⟩/L² + ⟨V⟩/L.

The code derives this as a complex equation and then takes real parts.

```lean
/-- The energy of the level is the sum of its kinetic part `⟨T⟩/L²` and potential part `⟨V⟩/L`. -/
theorem energy_eq {T V S : Matrix n n ℂ} {E : ℝ → ℝ} {u : ℝ → n → ℂ} {L : ℝ}
    (h : IsEnergyBranch T V S E u L) :
    E L = expect T (u L) / L ^ 2 + expect V (u L) / L := by
  have h1 : braket (scaledH T V L) (u L) (u L) = (E L : ℂ) * braket S (u L) (u L) := by
    simp only [braket, h.eigen.self_of_nhds, dotProduct_smul, smul_eq_mul]
  rw [h.normalized, mul_one, braket_scaledH] at h1
  have h2 := congrArg Complex.re h1
  simp only [Complex.add_re, Complex.re_ofReal_mul, Complex.ofReal_re] at h2
  unfold expect
  linear_combination -h2
```

Multiply the slope by −L and use this decomposition:

−L dE/dL = 2⟨T⟩/L² + ⟨V⟩/L = E(L) + ⟨T⟩/L².

In words, the theorem `cell_virial` says the following. Let T, V and S be Hermitian, let L be positive, and let E and u form an energy level at L in the sense above. Then E is differentiable at L, and −L times its derivative is the energy plus the kinetic energy. Lean's `deriv` returns 0 for a function that has no derivative, so the first half of the conclusion ensures that `deriv E L` is a true slope.

The proof inserts the two previous results, and `field_simp` and `ring` carry out the algebra.

```lean
/-- Virial theorem for the cell: for Hermitian `T`, `V`, `S` and `L > 0`, the level is
differentiable at `L` and `-L dE/dL` equals the energy plus the kinetic energy. -/
theorem cell_virial {T V S : Matrix n n ℂ} (hT : T.IsHermitian) (hV : V.IsHermitian)
    (hS : S.IsHermitian) {E : ℝ → ℝ} {u : ℝ → n → ℂ} {L : ℝ} (hL : 0 < L)
    (h : IsEnergyBranch T V S E u L) :
    DifferentiableAt ℝ E L ∧ -L * deriv E L = E L + expect T (u L) / L ^ 2 := by
  have hd := hasDerivAt_energy hT hV hS hL h
  refine ⟨hd.differentiableAt, ?_⟩
  rw [hd.deriv, energy_eq h]
  field_simp
  ring
```

A two-level example worked by hand shows the relation for a state that changes with the cell. Take an orthonormal basis, S = 1, with

T = (0 0; 0 3),  V = (0 −2; −2 0),

where semicolons separate rows. The lower level is

E(L) = (3/L² − √(9/L⁴ + 16/L²))/2.

At L = 1 this gives E = (3 − 5)/2 = −1, with normalized eigenvector u = (2, 1)/√5. The kinetic energy is 3/5 = 0.6, so the relation predicts −L dE/dL = −1 + 0.6 = −0.4.

Direct differentiation agrees. At L = 1 the term 3/L² has slope −6, and the square root has slope (−36 − 32)/(2·5) = −6.8. Hence dE/dL = (−6 + 6.8)/2 = 0.4. The pressure is negative: this level would lower its energy by contracting.

## The energy at zero pressure

Since L is positive, the slope vanishes exactly when the right-hand side of the virial relation does:

dE/dL = 0 if and only if E(L) = −⟨T⟩/L².

The theorem expresses zero pressure as `deriv E L = 0`. It doesn't say that such a cell length exists, or that the energy has a minimum there. The forward direction substitutes the zero slope into the virial relation. The reverse direction obtains L dE/dL = 0 and cancels the nonzero factor L.

```lean
/-- For Hermitian `T`, `V`, `S` and `L > 0`, the pressure vanishes (`dE/dL = 0`) exactly when the
energy equals minus the kinetic energy. -/
theorem zero_pressure_iff {T V S : Matrix n n ℂ} (hT : T.IsHermitian) (hV : V.IsHermitian)
    (hS : S.IsHermitian) {E : ℝ → ℝ} {u : ℝ → n → ℂ} {L : ℝ} (hL : 0 < L)
    (h : IsEnergyBranch T V S E u L) :
    deriv E L = 0 ↔ E L = -(expect T (u L) / L ^ 2) := by
  have hv := (cell_virial hT hV hS hL h).2
  constructor
  · intro h0
    rw [h0] at hv
    linarith
  · intro h0
    have h1 : L * deriv E L = 0 := by linarith
    exact (mul_eq_zero.mp h1).resolve_left hL.ne'
```

## A non-orthogonal pair of basis functions at zero pressure

The assumptions can be met with an overlap matrix different from the identity. In the following example the second basis function has squared norm 2 in every cell; a constant norm other than 1 leaves the scaling laws unchanged. Take

T = (1 1; 1 3),  V = (−2 −2; −2 0),  S = (1 1; 1 2),  u = (1, 0).

Then Tu = (1, 1), Vu = (−2, −2) and Su = (1, 1), so

H(x)u = (1/x² − 2/x) Su,  ⟨u,Su⟩ = 1.

The level is E(x) = 1/x² − 2/x. At L = 1 its energy is −1 and its kinetic energy is 1, so by the preceding equivalence the pressure is zero. Here the state is the same in every cell, unlike in the example worked by hand above.

The theorem records that the three matrices are Hermitian and that E and u form an energy level at L = 1. Its proof checks the matrix entries and the components of the eigenvalue equation one at a time.

```lean
/-- Two coupled, non-orthogonal basis functions with Hermitian `T`, `V`, `S` have the energy
branch `E(x) = 1/x² - 2/x` at `L = 1`, with the first basis function as its state. -/
theorem energyBranch_witness :
    (!![1, 1; 1, 3] : Matrix (Fin 2) (Fin 2) ℂ).IsHermitian ∧
    (!![-2, -2; -2, 0] : Matrix (Fin 2) (Fin 2) ℂ).IsHermitian ∧
    (!![1, 1; 1, 2] : Matrix (Fin 2) (Fin 2) ℂ).IsHermitian ∧
    IsEnergyBranch !![1, 1; 1, 3] !![-2, -2; -2, 0] !![1, 1; 1, 2]
      (fun x => 1 / x ^ 2 - 2 / x) (fun _ => ![1, 0]) 1 := by
  refine ⟨?_, ?_, ?_, Eventually.of_forall fun x => ?_, continuousAt_const, ?_⟩
  · ext i j
    fin_cases i <;> fin_cases j <;> simp
  · ext i j
    fin_cases i <;> fin_cases j <;> simp
  · ext i j
    fin_cases i <;> fin_cases j <;> simp
  · ext i
    fin_cases i <;> simp [scaledH, Matrix.mulVec, dotProduct, Fin.sum_univ_two] <;> ring
  · simp [braket, Matrix.mulVec, dotProduct, Fin.sum_univ_two]

end CoulombCellVirial
```

## Where the scaling assumption holds

The form T/L² + V/L stands for bare Coulomb interactions among electrons and nuclei, with the whole arrangement scaled uniformly. The matrices may represent a system with a single electron, or a many-electron Hamiltonian in a finite basis of scaled configurations. In either case the repulsion between nuclei adds a constant multiple of S to V, and it has to be included for the slope to give the pressure of the whole system. A Kohn–Sham calculation is not of this form, even with all electrons included: its Hamiltonian depends on the density, and its correlation energy does not scale as 1/L.

A pseudopotential with a fixed core radius introduces a length that does not follow the cell, and its matrix elements do not scale as 1/L. In PAW and ultrasoft methods, augmentation regions of fixed radius also make the overlap matrix depend on L. The relation in this form does not apply to either case, and the stress then needs further terms.

The derivative is taken with a fixed set of scaled basis functions. For plane waves this means a fixed set of integer indices, whereas a fixed kinetic-energy cutoff changes the set as the cell grows. The relation concerns uniform scaling only and gives no information about shear or about the separate components of the stress.

```lean
#print axioms CoulombCellVirial.zero_pressure_iff
-- 'CoulombCellVirial.zero_pressure_iff' depends on axioms: [propext, Classical.choice, Quot.sound]
```
